# Drachman's Radial Contact-Density Identity for One Particle

## Radial functions and conventions

In atomic units, consider the s-wave motion of one particle of unit mass in a central potential V(r). A real radial function ψ of energy E satisfies, for r > 0,

ψ'' + 2ψ'/r = −2(E − V)ψ.

Its contact amplitude is the limit d of ψ(r) as r → 0 from above. If ψ is the full normalised wavefunction, with the angular factor 1/√(4π) included, then d² is the expectation value of δ³(r).

## Contact density as an integral over all radii

Suppose that ψ → d at the origin, ψ → 0 at infinity, and rψψ' → 0 at both ends. If the integrand below is integrable on (0,∞), then

∫₀^∞ r(4(E − V)ψ² − 2ψ'²) dr = d².

The derivation works equally well for two solutions a and b in the same V, with energies Ea, Eb and contact amplitudes da, db. Define

F = −r(ab)' − ab.

Differentiation gives

F' = −2(ab)' − r(a''b + 2a'b' + ab'').

The radial equations give

r(a''b + ab'') = −2r(Ea + Eb − 2V)ab − 2(ab)'.

On substitution the terms in (ab)' cancel, leaving

F' = r(2(Ea + Eb − 2V)ab − 2a'b').

If a and b vanish at infinity and r(ab)' vanishes at both ends, then F → 0 at infinity and F → −da·db at the origin. The integral of F' is therefore da·db. Setting a = b = ψ gives the claim, since r(ψ²)' = 2rψψ'.

The same calculation covers a particle in a hard-walled sphere of radius R: ψ(R) = 0, with ψ' finite at the wall, makes F(R) = 0, so under the same conditions at the origin and with an integrable integrand the integral from 0 to R is again d². This case is not stated as a theorem below.

Contact densities enter the Darwin term of the Breit–Pauli Hamiltonian. For an exact one-particle s state, the identity trades a value at one point for an integral over all radii; for an approximate ψ the two sides generally differ. Drachman's global operators also serve many-electron atoms, which this one-particle radial identity does not treat.

## The radial equation and the boundary function in Lean

```lean
import Mathlib

open Filter Topology Set MeasureTheory

namespace DrachmanContactDensity

noncomputable section
```

In the next definition, `a₁` stands for a'. The two `HasDerivAt` conditions say that it is the derivative of `a` and that its own derivative is the one required by the radial equation. Continuity of a'' is not required, and no condition is placed on `V` itself. Since a' must be differentiable at every positive radius, however, a potential with a jump is covered only for a solution that vanishes at the jump. No s-wave bound state of a finite square well does so, and the theorems below therefore leave these states out.

```lean
/-- The function `a`, with derivative `a₁`, solves the s-wave radial equation
`a'' + 2 a' / r = -2 (E - V) a` at every `r > 0`. -/
def IsRadialSolution (V : ℝ → ℝ) (E : ℝ) (a a₁ : ℝ → ℝ) : Prop :=
  ∀ r, 0 < r → HasDerivAt a (a₁ r) r ∧
    HasDerivAt a₁ (-2 * (E - V r) * a r - 2 * a₁ r / r) r
```

The integrand F' and the boundary function F are then named.

```lean
/-- The global density `r (2 (Ea + Eb - 2 V) a b - 2 a' b')`, with `a₁` and `b₁` standing for `a'`
and `b'`. -/
def contactIntegrand (V : ℝ → ℝ) (Ea Eb : ℝ) (a a₁ b b₁ : ℝ → ℝ) (r : ℝ) : ℝ :=
  r * (2 * (Ea + Eb - 2 * V r) * a r * b r - 2 * a₁ r * b₁ r)

/-- The boundary function `-r (a b)' - a b`. -/
def contactFlux (a a₁ b b₁ : ℝ → ℝ) (r : ℝ) : ℝ :=
  -(r * (a₁ r * b r + a r * b₁ r)) - a r * b r
```

The product rule differentiates F. After the radial equations have supplied the second derivatives, `field_simp` and `ring` carry out the cancellation shown above.

```lean
/-- For two solutions in the same potential, the global density is the derivative of the boundary
function at every positive radius. -/
theorem hasDerivAt_contactFlux {V a a₁ b b₁ : ℝ → ℝ} {Ea Eb : ℝ}
    (ha : IsRadialSolution V Ea a a₁) (hb : IsRadialSolution V Eb b b₁)
    {r : ℝ} (hr : 0 < r) :
    HasDerivAt (contactFlux a a₁ b b₁) (contactIntegrand V Ea Eb a a₁ b b₁ r) r := by
  obtain ⟨ha1, ha2⟩ := ha r hr
  obtain ⟨hb1, hb2⟩ := hb r hr
  have h := (((hasDerivAt_id' r).fun_mul
    ((ha2.fun_mul hb1).fun_add (ha1.fun_mul hb2))).fun_neg).fun_sub (ha1.fun_mul hb1)
  refine HasDerivAt.congr_deriv h ?_
  unfold contactIntegrand
  have hr0 : r ≠ 0 := hr.ne'
  field_simp
  ring
```

Between positive cutoffs, the fundamental theorem of calculus gives an exact formula with both boundary terms retained.

```lean
/-- For two solutions in the same potential, if the global density is integrable between two
positive cutoff radii, its integral there is the boundary function at the outer cutoff minus the
boundary function at the inner one. -/
theorem integral_between_cutoffs {V a a₁ b b₁ : ℝ → ℝ} {Ea Eb ε R : ℝ}
    (ha : IsRadialSolution V Ea a a₁) (hb : IsRadialSolution V Eb b b₁)
    (hε : 0 < ε) (hR : ε ≤ R)
    (hi : IntervalIntegrable (contactIntegrand V Ea Eb a a₁ b b₁) volume ε R) :
    ∫ r in ε..R, contactIntegrand V Ea Eb a a₁ b b₁ r
      = contactFlux a a₁ b b₁ R - contactFlux a a₁ b b₁ ε := by
  refine intervalIntegral.integral_eq_sub_of_hasDerivAt (fun r hr => ?_) hi
  rw [uIcc_of_le hR] at hr
  exact hasDerivAt_contactFlux ha hb (lt_of_lt_of_le hε hr.1)
```

## From cutoffs to the half-line

On `Ioi 0`, the interval (0,∞), the value of F at zero is irrelevant, but Mathlib's theorem asks for continuity there from the right. The proof therefore replaces that value by the one-sided limit `L`, which changes nothing at positive radii.

```lean
/-- If a function on the open half-line has an integrable derivative and finite limits at both ends,
the integral of the derivative is the limit at infinity minus the limit at the origin. -/
theorem integral_halfLine {G g : ℝ → ℝ} {L M : ℝ}
    (hG : ∀ r, 0 < r → HasDerivAt G (g r) r) (hi : IntegrableOn g (Ioi 0))
    (h0 : Tendsto G (𝓝[>] 0) (𝓝 L)) (hM : Tendsto G atTop (𝓝 M)) :
    ∫ r in Ioi (0 : ℝ), g r = M - L := by
  -- replace the value at the origin by the one-sided limit
  have hs : Ici (0 : ℝ) \ {0} = Ioi 0 := by
    ext x
    constructor
    · intro h
      show (0 : ℝ) < x
      exact lt_of_le_of_ne h.1 (fun e => h.2 e.symm)
    · intro h
      have hx : (0 : ℝ) < x := h
      exact ⟨hx.le, fun e => hx.ne' e⟩
  have hc : ContinuousWithinAt (Function.update G 0 L) (Ici 0) 0 := by
    rw [continuousWithinAt_update_same, hs]
    exact h0
  have hd : ∀ r ∈ Ioi (0 : ℝ), HasDerivAt (Function.update G 0 L) (g r) r := by
    intro r hr
    have hr' : 0 < r := hr
    refine (hG r hr').congr_of_eventuallyEq ?_
    filter_upwards [Ioi_mem_nhds hr'] with s hs
    exact Function.update_of_ne (show (0 : ℝ) < s from hs).ne' _ _
  have ht : Tendsto (Function.update G 0 L) atTop (𝓝 M) := by
    refine hM.congr' ?_
    filter_upwards [eventually_gt_atTop (0 : ℝ)] with s hs
    exact (Function.update_of_ne hs.ne' _ _).symm
  rw [integral_Ioi_of_hasDerivAt_of_tendsto hc hd hi ht, Function.update_self]
```

The two-state identity follows from the limits of F. Here `𝓝[>] 0` denotes approach to the origin from above. Decay, the boundary limits and integrability are hypotheses; they express regularity at the origin and decay at infinity, and are not derived from the radial equation. Normalisability is not assumed.

```lean
/-- Two-state contact identity: for two solutions in the same potential that have limits at the
origin and vanish at infinity, with `r (a b)'` vanishing at both ends and the global density
integrable, the integral of that density is the product of the limits at the origin. -/
theorem contact_transition {V a a₁ b b₁ : ℝ → ℝ} {Ea Eb da db : ℝ}
    (ha : IsRadialSolution V Ea a a₁) (hb : IsRadialSolution V Eb b b₁)
    (ha0 : Tendsto a (𝓝[>] 0) (𝓝 da)) (hb0 : Tendsto b (𝓝[>] 0) (𝓝 db))
    (haT : Tendsto a atTop (𝓝 0)) (hbT : Tendsto b atTop (𝓝 0))
    (h0 : Tendsto (fun r => r * (a₁ r * b r + a r * b₁ r)) (𝓝[>] 0) (𝓝 0))
    (hT : Tendsto (fun r => r * (a₁ r * b r + a r * b₁ r)) atTop (𝓝 0))
    (hi : IntegrableOn (contactIntegrand V Ea Eb a a₁ b b₁) (Ioi 0)) :
    ∫ r in Ioi (0 : ℝ), contactIntegrand V Ea Eb a a₁ b b₁ r = da * db := by
  have l0 : Tendsto (contactFlux a a₁ b b₁) (𝓝[>] 0) (𝓝 (-0 - da * db)) :=
    h0.neg.sub (ha0.mul hb0)
  have lT : Tendsto (contactFlux a a₁ b b₁) atTop (𝓝 (-0 - 0 * 0)) :=
    hT.neg.sub (haT.mul hbT)
  rw [integral_halfLine (fun r hr => hasDerivAt_contactFlux ha hb hr) hi l0 lT]
  ring
```

For equal states, `key` converts the limits of rψψ' into those of r(ψ²)'.

```lean
/-- Drachman's radial identity: for a solution `ψ` that has limit `d` at the origin and vanishes at
infinity, with `r ψ ψ'` vanishing at both ends, the integral of `r (4 (E - V) ψ² - 2 ψ'²)` over all
positive radii is `d²`, provided this integrand is integrable. -/
theorem drachman_contact_density {V ψ ψ₁ : ℝ → ℝ} {E d : ℝ}
    (hψ : IsRadialSolution V E ψ ψ₁)
    (hd : Tendsto ψ (𝓝[>] 0) (𝓝 d)) (hT : Tendsto ψ atTop (𝓝 0))
    (hb0 : Tendsto (fun r => r * ψ r * ψ₁ r) (𝓝[>] 0) (𝓝 0))
    (hbT : Tendsto (fun r => r * ψ r * ψ₁ r) atTop (𝓝 0))
    (hi : IntegrableOn (fun r => r * (4 * (E - V r) * ψ r ^ 2 - 2 * ψ₁ r ^ 2)) (Ioi 0)) :
    ∫ r in Ioi (0 : ℝ), r * (4 * (E - V r) * ψ r ^ 2 - 2 * ψ₁ r ^ 2) = d ^ 2 := by
  have e : ∀ r, r * (4 * (E - V r) * ψ r ^ 2 - 2 * ψ₁ r ^ 2)
      = contactIntegrand V E E ψ ψ₁ ψ ψ₁ r := by
    intro r
    unfold contactIntegrand
    ring
  -- the diagonal boundary term is twice `r ψ ψ'`
  have key : ∀ l : Filter ℝ, Tendsto (fun r => r * ψ r * ψ₁ r) l (𝓝 0) →
      Tendsto (fun r => r * (ψ₁ r * ψ r + ψ r * ψ₁ r)) l (𝓝 0) := by
    intro l h
    have e2 : (fun r => r * (ψ₁ r * ψ r + ψ r * ψ₁ r))
        = fun r => 2 * (r * ψ r * ψ₁ r) := by
      funext r
      ring
    have h2 := h.const_mul (2 : ℝ)
    rw [mul_zero] at h2
    rw [e2]
    exact h2
  simp only [e] at hi ⊢
  rw [contact_transition hψ hψ hd hd hT hT (key _ hb0) (key _ hbT) hi]
  ring
```

## Hydrogen-like ground states

For an electron bound to a fixed nucleus of charge Z > 0, with V = −Z/r, ψ = N exp(−Zr) and E = −Z²/2, the integrand becomes

4ZN² exp(−2Zr) − 4Z²N² r exp(−2Zr),

whose two terms integrate to 2N² and −N². Normalisation in three dimensions gives N² = Z³/π.

The following lemmas supply the decay, the derivative and the radial equation.

```lean
/-- A decaying exponential and its product with the radius both vanish at infinity. -/
theorem exp_decay {c : ℝ} (hc : 0 < c) :
    Tendsto (fun r : ℝ => Real.exp (-(c * r))) atTop (𝓝 0) ∧
      Tendsto (fun r : ℝ => r * Real.exp (-(c * r))) atTop (𝓝 0) := by
  have hl : Tendsto (fun r : ℝ => c * r) atTop atTop := tendsto_id.const_mul_atTop hc
  refine ⟨Real.tendsto_exp_neg_atTop_nhds_zero.comp hl, ?_⟩
  have h := ((Real.tendsto_pow_mul_exp_neg_atTop_nhds_zero 1).comp hl).const_mul c⁻¹
  rw [mul_zero] at h
  refine h.congr fun r => ?_
  simp only [Function.comp_apply, pow_one]
  rw [← mul_assoc, inv_mul_cancel_left₀ hc.ne']

/-- The derivative of `exp(-c r)` with respect to the radius is `-c exp(-c r)`. -/
theorem hasDerivAt_exp_decay (c r : ℝ) :
    HasDerivAt (fun s : ℝ => Real.exp (-(c * s))) (-c * Real.exp (-(c * r))) r :=
  (((hasDerivAt_id' r).const_mul c).fun_neg.exp).congr_deriv (by ring)

/-- The function `N exp(-Z r)` solves the radial equation with potential `-Z / r` and
energy `-Z² / 2`. -/
theorem hydrogen_isRadialSolution (Z N : ℝ) :
    IsRadialSolution (fun r => -Z / r) (-Z ^ 2 / 2)
      (fun r => N * Real.exp (-(Z * r))) (fun r => -Z * N * Real.exp (-(Z * r))) := by
  intro r hr
  have hr0 : r ≠ 0 := hr.ne'
  have h := hasDerivAt_exp_decay Z r
  refine ⟨(h.const_mul N).congr_deriv (by ring), (h.const_mul (-Z * N)).congr_deriv ?_⟩
  beta_reduce
  generalize Real.exp (-(Z * r)) = x
  field_simp
  ring
```

The final theorem proves integrability as well as the value. Explicit antiderivatives with finite limits handle exp(−2Zr) and r exp(−2Zr), both nonnegative; their combination is the required integrand. The remaining steps check the boundary limits and apply the general identity.

```lean
/-- For `N exp(-Z r)` in the potential `-Z / r` with `Z > 0`, Drachman's integrand is
integrable and its integral is `N²`. -/
theorem hydrogen_contact_witness {Z : ℝ} (hZ : 0 < Z) (N : ℝ) :
    IntegrableOn (fun r : ℝ => r * (4 * (-Z ^ 2 / 2 - -Z / r) *
      (N * Real.exp (-(Z * r))) ^ 2 - 2 * (-Z * N * Real.exp (-(Z * r))) ^ 2)) (Ioi 0) ∧
    ∫ r in Ioi (0 : ℝ), r * (4 * (-Z ^ 2 / 2 - -Z / r) *
      (N * Real.exp (-(Z * r))) ^ 2 - 2 * (-Z * N * Real.exp (-(Z * r))) ^ 2) = N ^ 2 := by
  have hc : 0 < 2 * Z := by positivity
  obtain ⟨t1, t2⟩ := exp_decay hc
  obtain ⟨s1, s2⟩ := exp_decay hZ
  -- for `r > 0`, `exp(-2 Z r)` and `r exp(-2 Z r)` are nonnegative derivatives of
  -- functions with finite limits at infinity
  have i1 : IntegrableOn (fun r : ℝ => Real.exp (-(2 * Z * r))) (Ioi 0) := by
    refine integrableOn_Ioi_deriv_of_nonneg' (fun r _ => ?_)
      (fun r _ => (Real.exp_pos _).le) (t1.const_mul (-(1 / (2 * Z))))
    refine ((hasDerivAt_exp_decay (2 * Z) r).const_mul _).congr_deriv ?_
    generalize Real.exp (-(2 * Z * r)) = x
    field_simp
  have i2 : IntegrableOn (fun r : ℝ => r * Real.exp (-(2 * Z * r))) (Ioi 0) := by
    refine integrableOn_Ioi_deriv_of_nonneg' (fun r _ => ?_)
      (fun r hr => mul_nonneg (le_of_lt hr) (Real.exp_pos _).le)
      ((t2.const_mul (-(1 / (2 * Z)))).sub (t1.const_mul (1 / (2 * Z) ^ 2)))
    have h := hasDerivAt_exp_decay (2 * Z) r
    refine ((((hasDerivAt_id' r).fun_mul h).const_mul _).fun_sub
      (h.const_mul _)).congr_deriv ?_
    generalize Real.exp (-(2 * Z * r)) = x
    field_simp
    ring
  have i3 : IntegrableOn (fun r : ℝ => 4 * Z * N ^ 2 * Real.exp (-(2 * Z * r))
      - 4 * Z ^ 2 * N ^ 2 * (r * Real.exp (-(2 * Z * r)))) (Ioi 0) :=
    (i1.const_mul _).sub (i2.const_mul _)
  have hi : IntegrableOn (fun r : ℝ => r * (4 * (-Z ^ 2 / 2 - -Z / r) *
      (N * Real.exp (-(Z * r))) ^ 2 - 2 * (-Z * N * Real.exp (-(Z * r))) ^ 2)) (Ioi 0) := by
    refine i3.congr_fun (fun r hr => ?_) measurableSet_Ioi
    have hr0 : r ≠ 0 := (show (0 : ℝ) < r from hr).ne'
    have e : Real.exp (-(2 * Z * r)) = Real.exp (-(Z * r)) * Real.exp (-(Z * r)) := by
      rw [← Real.exp_add]
      congr 1
      ring
    simp only [e]
    generalize Real.exp (-(Z * r)) = x
    field_simp
    ring
  refine ⟨hi, drachman_contact_density (hydrogen_isRadialSolution Z N) ?_ ?_ ?_ ?_ hi⟩
  · have hcont : Continuous (fun r : ℝ => N * Real.exp (-(Z * r))) := by fun_prop
    exact (hcont.tendsto' 0 N (by simp)).mono_left nhdsWithin_le_nhds
  · have h := s1.const_mul N
    rw [mul_zero] at h
    exact h
  · have hcont : Continuous (fun r : ℝ => r * (N * Real.exp (-(Z * r))) *
        (-Z * N * Real.exp (-(Z * r)))) := by fun_prop
    exact (hcont.tendsto' 0 0 (by simp)).mono_left nhdsWithin_le_nhds
  · have h := (s2.mul s1).const_mul (-Z * N ^ 2)
    rw [mul_zero, mul_zero] at h
    have e : (fun r : ℝ => r * (N * Real.exp (-(Z * r))) * (-Z * N * Real.exp (-(Z * r))))
        = fun r => -Z * N ^ 2 * (r * Real.exp (-(Z * r)) * Real.exp (-(Z * r))) := by
      funext r
      ring
    rw [e]
    exact h

end

end DrachmanContactDensity
```

The condition Z > 0 matters. At Z = 0, with N ≠ 0, the function is the constant N and the integrand vanishes, so the integral is 0 and not N²: F now tends to −N² at infinity, which cancels the contribution from the origin.

```lean
#print axioms DrachmanContactDensity.integral_between_cutoffs
#print axioms DrachmanContactDensity.drachman_contact_density
```

```
'DrachmanContactDensity.integral_between_cutoffs' depends on axioms: [propext, Classical.choice, Quot.sound]
'DrachmanContactDensity.drachman_contact_density' depends on axioms: [propext, Classical.choice, Quot.sound]
```
